# Three distinct electron pairs in one connected component form a triangle, a three-leaf star or a four-electron chain

## Sorting the integrals of a Hylleraas-CI matrix element

Before coding the electron-repulsion matrix elements of a Hylleraas-CI calculation, one lists the types of integral that will be needed. Suppose that each configuration is a product of one-electron functions with at most one factor $r_{ij}$. A matrix element is then a sum of integrals, each with at most three pair factors: $r_{ij}$ from the bra, $r_{kl}$ from the ket and $1/r_{mn}$ from the operator. Antisymmetrisation only relabels the electrons.

Draw the electrons as vertices and the pairs as edges. Electrons in different connected components share no factor, so the integral is a product over components. The list therefore depends on how large a component can be, and on which shapes three edges can make.

## Four electrons at most

Let $C$ be a component, $v$ one of its electrons, and $d(w,v)$ the number of edges on a shortest path from $w$ to $v$. For each $w\neq v$ in $C$, let $u(w)$ be the first electron after $w$ on such a path. Then $d(u(w),v)<d(w,v)$. Assign to $w$ the edge $\{w,u(w)\}$.

Two different electrons $w,w'$ never receive the same edge. Otherwise $u(w)=w'$ and $u(w')=w$, which gives $d(w',v)<d(w,v)<d(w',v)$. Hence $|C|-1$ is at most the number of edges, and three factors give $|C|\le 4$.

## Three shapes

Let $e,f,g$ be distinct pairs, each of two different electrons, all in one component. If $e$ shared no electron with $f$ or $g$, a path starting in $e$ could never leave it. So every pair meets another one.

One pair then meets both others: if $e$ meets $f$, then $g$ meets $e$ or $f$, and the pair it meets is the middle one. The case where $e$ meets $g$ is the same with $f$ and $g$ exchanged.

Call the middle pair $e$, and let it meet $f=\{x,c\}$ at $x$ and $g=\{y,d\}$ at $y$.

- If $x=y$, then $e=\{x,b\}$. Since the pairs are distinct, $b,c,d$ are different, and the shape is a star centred on $x$.
- If $x\neq y$, then $e=\{x,y\}$. Distinctness gives $c\neq y$ and $d\neq x$. For $c=d$ the shape is a triangle; otherwise it is the chain $c-x-y-d$.

Conversely, in each shape every electron can be reached from one chosen electron along the edges.

## What the Lean statements say

Electrons are elements of an arbitrary type `V`, and `s(i, j)` in `Sym2 V` is an unordered pair. `pairGraph E` has the pairs in `E` as edges and ignores any pair of an electron with itself. It records which electrons are coupled, not the power of $r_{ij}$.

`component_card_le_four` bounds every component, even when factors coincide; repeating a pair covers the case of fewer factors. The size is an `encard`, which is infinite for an infinite set.

`Linked E` says that all electrons occurring in `E` are mutually reachable; spectator electrons are left aside. `linked_iff_triangle_star_chain` assumes that each pair has two different electrons, as an interelectronic distance requires, and that the three pairs are distinct. Its "or" is inclusive, and the factorisation of the integral belongs to the physical setting, not to the theorem.

```lean
import Mathlib

namespace HylleraasPairGraph

variable {V : Type*}

/-- The graph whose vertices are the electrons and whose edges are the pairs in `E` that consist of
two different electrons. -/
def pairGraph (E : Set (Sym2 V)) : SimpleGraph V := SimpleGraph.fromEdgeSet E

/-- All electrons that occur in the pairs of `E` lie in one connected component. -/
def Linked (E : Set (Sym2 V)) : Prop :=
  ∀ e ∈ E, ∀ f ∈ E, ∀ x ∈ e, ∀ y ∈ f, (pairGraph E).Reachable x y

/-- Two pairs have an electron in common. -/
def Share (e f : Sym2 V) : Prop := ∃ x, x ∈ e ∧ x ∈ f

/-- The pairs are the three sides of a triangle of electrons. -/
def IsTriangle (E : Set (Sym2 V)) : Prop :=
  ∃ a b c, a ≠ b ∧ b ≠ c ∧ a ≠ c ∧ E = {s(a, b), s(b, c), s(a, c)}

/-- The pairs join one central electron to three others. -/
def IsStar (E : Set (Sym2 V)) : Prop :=
  ∃ a b c d, a ≠ b ∧ a ≠ c ∧ a ≠ d ∧ b ≠ c ∧ b ≠ d ∧ c ≠ d ∧
    E = {s(a, b), s(a, c), s(a, d)}

/-- The pairs are the successive links of an open chain of four electrons. -/
def IsChain (E : Set (Sym2 V)) : Prop :=
  ∃ a b c d, a ≠ b ∧ a ≠ c ∧ a ≠ d ∧ b ≠ c ∧ b ≠ d ∧ c ≠ d ∧
    E = {s(a, b), s(b, c), s(c, d)}

theorem pairGraph_adj {E : Set (Sym2 V)} {x y : V} :
    (pairGraph E).Adj x y ↔ s(x, y) ∈ E ∧ x ≠ y := by
  simp [pairGraph]

/-- A connected component of any graph of pair factors has at most one electron more than
the graph has edges. -/
theorem component_card_le (G : SimpleGraph V) (C : G.ConnectedComponent) :
    C.supp.encard ≤ G.edgeSet.encard + 1 := by
  obtain ⟨v, hv⟩ := C.nonempty_supp
  -- every other electron of `C` has a neighbour closer to the root `v`
  have step : ∀ w, ∃ u, w ∈ C.supp \ {v} → G.Adj w u ∧ G.dist u v < G.dist w v := by
    intro w
    by_cases hw : w ∈ C.supp \ {v}
    · have h1 : G.connectedComponentMk w = C := hw.1
      have h2 : G.connectedComponentMk v = C := hv
      have hr : G.Reachable w v := SimpleGraph.ConnectedComponent.exact (h1.trans h2.symm)
      obtain ⟨p, hp⟩ := hr.exists_walk_length_eq_dist
      cases p with
      | nil => exact (hw.2 rfl).elim
      | cons h q =>
        refine ⟨_, fun _ => ⟨h, ?_⟩⟩
        have := SimpleGraph.dist_le q
        rw [SimpleGraph.Walk.length_cons] at hp
        omega
    · exact ⟨w, fun h => absurd h hw⟩
  choose f hf using step
  -- the edge towards the root determines the electron
  have hinj : (C.supp \ {v}).encard ≤ G.edgeSet.encard := by
    apply Set.encard_le_encard_of_injOn (f := fun w => s(w, f w))
    · intro w hw
      exact (SimpleGraph.mem_edgeSet G).2 (hf w hw).1
    · intro w hw w' hw' h
      have h' : s(w, f w) = s(w', f w') := h
      rcases Sym2.eq_iff.1 h' with ⟨h1, _⟩ | ⟨h1, h2⟩
      · exact h1
      · have a := (hf w hw).2
        have b := (hf w' hw').2
        rw [h2] at a
        rw [← h1] at b
        omega
  have hsub : C.supp ⊆ insert v (C.supp \ {v}) := by
    intro w hw
    by_cases h : w = v
    · exact Or.inl h
    · exact Or.inr ⟨hw, h⟩
  exact (Set.encard_le_encard hsub).trans
    ((Set.encard_insert_le _ _).trans (add_le_add hinj le_rfl))

/-- With the pair factors `r_ij`, `r_kl` and `1/r_mn`, coinciding or not, every connected
component contains at most four electrons. -/
theorem component_card_le_four (i j k l m n : V)
    (C : (pairGraph {s(i, j), s(k, l), s(m, n)}).ConnectedComponent) :
    C.supp.encard ≤ 4 := by
  have h3 : ({s(i, j), s(k, l), s(m, n)} : Set (Sym2 V)).encard ≤ 3 := by
    refine (Set.encard_insert_le _ _).trans
      ((add_le_add (Set.encard_insert_le _ _) le_rfl).trans ?_)
    rw [Set.encard_singleton]
    norm_num
  have hsub : (pairGraph {s(i, j), s(k, l), s(m, n)}).edgeSet ⊆
      {s(i, j), s(k, l), s(m, n)} := by
    rw [pairGraph, SimpleGraph.edgeSet_fromEdgeSet]
    exact Set.sdiff_subset
  refine (component_card_le _ C).trans
    ((add_le_add ((Set.encard_le_encard hsub).trans h3) le_rfl).trans ?_)
  norm_num

/-- In a linked set with more than one pair, every pair shares an electron with a
different pair. -/
theorem exists_share {E : Set (Sym2 V)} (hL : Linked E) {e f : Sym2 V}
    (he : e ∈ E) (hf : f ∈ E) (hne : f ≠ e) : ∃ g ∈ E, g ≠ e ∧ Share e g := by
  by_contra hcon
  have h : ∀ g ∈ E, ∀ x, x ∈ e → x ∈ g → g = e := fun g hg x hx hxg =>
    by_contra fun hge => hcon ⟨g, hg, hge, x, hx, hxg⟩
  -- a walk that starts in an isolated pair never leaves it
  have stay : ∀ x y, (pairGraph E).Reachable x y → x ∈ e → y ∈ e := by
    rintro x y ⟨p⟩ hx
    induction p with
    | nil => exact hx
    | cons hadj q ih =>
      apply ih
      have := h _ (pairGraph_adj.1 hadj).1 _ hx (Sym2.mem_mk_left _ _)
      rw [← this]
      exact Sym2.mem_mk_right _ _
  have hx := Sym2.out_fst_mem e
  have hy := Sym2.out_fst_mem f
  exact hne (h f hf _ (stay _ _ (hL e he f hf _ hx _ hy) hx) hy)

/-- Let three distinct pairs each consist of two different electrons. If one of them shares an
electron with each of the other two, the pairs form a triangle, a star or a chain. -/
theorem shape_of_middle {e f g : Sym2 V} (he : ¬ e.IsDiag) (hf : ¬ f.IsDiag)
    (hg : ¬ g.IsDiag) (hef : e ≠ f) (heg : e ≠ g) (hfg : f ≠ g)
    (h1 : Share e f) (h2 : Share e g) :
    IsTriangle {e, f, g} ∨ IsStar {e, f, g} ∨ IsChain {e, f, g} := by
  obtain ⟨x, hxe, hxf⟩ := h1
  obtain ⟨y, hye, hyg⟩ := h2
  obtain ⟨c, rfl⟩ := hxf
  obtain ⟨d, rfl⟩ := hyg
  have hxc : x ≠ c := by simpa using hf
  have hyd : y ≠ d := by simpa using hg
  by_cases hxy : x = y
  · -- both contacts at the same electron: a star
    subst hxy
    obtain ⟨b, rfl⟩ := hxe
    have hxb : x ≠ b := by simpa using he
    exact Or.inr (Or.inl ⟨x, b, c, d, hxb, hxc, hyd, fun h => hef (by rw [h]),
      fun h => heg (by rw [h]), fun h => hfg (by rw [h]), rfl⟩)
  · have hE : e = s(x, y) := (Sym2.mem_and_mem_iff hxy).1 ⟨hxe, hye⟩
    subst hE
    have hyc : y ≠ c := fun h => hef (by rw [h])
    by_cases hcd : c = d
    · subst hcd
      exact Or.inl ⟨x, y, c, hxy, hyc, hxc, by rw [Set.pair_comm]⟩
    · have hxd : x ≠ d := fun h => heg (by rw [← h]; exact Sym2.eq_swap)
      refine Or.inr (Or.inr ⟨c, x, y, d, hxc.symm, hyc.symm, hcd, hxy, hxd, hyd, ?_⟩)
      have hs : s(c, x) = s(x, c) := Sym2.eq_swap
      rw [hs]
      exact Set.insert_comm _ _ _

/-- The pairs of a triangle, a star or a chain all lie in one connected component. -/
theorem linked_of_shape {E : Set (Sym2 V)} (h : IsTriangle E ∨ IsStar E ∨ IsChain E) :
    Linked E := by
  -- it suffices to reach every electron from one of them
  suffices hub : ∃ a, ∀ e ∈ E, ∀ x ∈ e, (pairGraph E).Reachable a x by
    obtain ⟨a, ha⟩ := hub
    exact fun e he f hf x hx y hy => (ha e he x hx).symm.trans (ha f hf y hy)
  have edge : ∀ x y, s(x, y) ∈ E → x ≠ y → (pairGraph E).Reachable x y :=
    fun x y hm hn => SimpleGraph.Adj.reachable (pairGraph_adj.2 ⟨hm, hn⟩)
  rcases h with ⟨a, b, c, hab, hbc, hac, hE⟩ | ⟨a, b, c, d, hab, hac, had, -, -, -, hE⟩ |
    ⟨a, b, c, d, hab, -, -, hbc, -, hcd, hE⟩
  all_goals
    refine ⟨a, fun e he x hx => ?_⟩
    have r0 : (pairGraph E).Reachable a a := SimpleGraph.Reachable.refl a
    have r1 := edge a b (by simp [hE]) hab
  · have r2 := edge a c (by simp [hE]) hac
    simp only [hE, Set.mem_insert_iff, Set.mem_singleton_iff] at he
    rcases he with h | h | h <;> rw [h] at hx <;>
      rcases Sym2.mem_iff.1 hx with h' | h' <;> rw [h'] <;> assumption
  · have r2 := edge a c (by simp [hE]) hac
    have r3 := edge a d (by simp [hE]) had
    simp only [hE, Set.mem_insert_iff, Set.mem_singleton_iff] at he
    rcases he with h | h | h <;> rw [h] at hx <;>
      rcases Sym2.mem_iff.1 hx with h' | h' <;> rw [h'] <;> assumption
  · have r2 := r1.trans (edge b c (by simp [hE]) hbc)
    have r3 := r2.trans (edge c d (by simp [hE]) hcd)
    simp only [hE, Set.mem_insert_iff, Set.mem_singleton_iff] at he
    rcases he with h | h | h <;> rw [h] at hx <;>
      rcases Sym2.mem_iff.1 hx with h' | h' <;> rw [h'] <;> assumption

/-- Three distinct pair factors `r_ij`, `r_kl`, `1/r_mn`, each of two different electrons, lie in
one connected component exactly when they form a triangle, a three-leaf star or a four-electron
chain. -/
theorem linked_iff_triangle_star_chain {i j k l m n : V} (hij : i ≠ j) (hkl : k ≠ l)
    (hmn : m ≠ n) (h12 : s(i, j) ≠ s(k, l)) (h13 : s(i, j) ≠ s(m, n))
    (h23 : s(k, l) ≠ s(m, n)) :
    Linked {s(i, j), s(k, l), s(m, n)} ↔
      IsTriangle {s(i, j), s(k, l), s(m, n)} ∨ IsStar {s(i, j), s(k, l), s(m, n)} ∨
        IsChain {s(i, j), s(k, l), s(m, n)} := by
  refine ⟨fun hL => ?_, linked_of_shape⟩
  have he : ¬ (s(i, j)).IsDiag := by simpa using hij
  have hf : ¬ (s(k, l)).IsDiag := by simpa using hkl
  have hg : ¬ (s(m, n)).IsDiag := by simpa using hmn
  generalize s(i, j) = e at *
  generalize s(k, l) = f at *
  generalize s(m, n) = g at *
  have symm : ∀ {p q : Sym2 V}, Share p q → Share q p := fun ⟨x, hp, hq⟩ => ⟨x, hq, hp⟩
  -- each pair meets at least one of the other two
  have meet : ∀ p q r : Sym2 V, ({e, f, g} : Set (Sym2 V)) = {p, q, r} → q ≠ p →
      Share p q ∨ Share p r := by
    intro p q r hE hqp
    rw [hE] at hL
    obtain ⟨t, ht, hne, hx⟩ := exists_share hL (e := p) (f := q) (by simp) (by simp) hqp
    simp only [Set.mem_insert_iff, Set.mem_singleton_iff] at ht
    rcases ht with h | h | h
    · exact absurd h hne
    · rw [h] at hx; exact Or.inl hx
    · rw [h] at hx; exact Or.inr hx
  have heE := meet e f g rfl h12.symm
  have hfE := meet f e g (Set.insert_comm _ _ _) h12
  have hgE := meet g e f (by rw [Set.pair_comm f g, Set.insert_comm e g {f}]) h13
  -- one of the three pairs meets both others
  rcases heE with a | a
  · rcases hgE with b | b
    · exact shape_of_middle he hf hg h12 h13 h23 a (symm b)
    · rw [Set.insert_comm e f {g}]
      exact shape_of_middle hf he hg h12.symm h23 h13 (symm a) (symm b)
  · rcases hfE with b | b
    · exact shape_of_middle he hf hg h12 h13 h23 (symm b) a
    · rw [Set.pair_comm f g, Set.insert_comm e g {f}]
      exact shape_of_middle hg he hf h13.symm h23.symm h12 (symm a) (symm b)

end HylleraasPairGraph
```

```lean
#print axioms HylleraasPairGraph.component_card_le_four
#print axioms HylleraasPairGraph.linked_iff_triangle_star_chain
```

```
'HylleraasPairGraph.component_card_le_four' depends on axioms: [propext, Classical.choice, Quot.sound]
'HylleraasPairGraph.linked_iff_triangle_star_chain' depends on axioms: [propext, Classical.choice, Quot.sound]
```

## How the proof follows the argument

`component_card_le` is the root argument for any graph. Splitting a shortest walk into its first edge and the rest supplies the closer neighbour, `choose` turns these neighbours into the function `f`, and `omega` refutes the circular inequality. `component_card_le_four` adds that three listed pairs give at most three edges.

`exists_share` proves that no pair is isolated. Its step `stay` is an induction along a walk, using `pairGraph_adj` to turn each step into a pair of `E`.

`shape_of_middle` makes the case distinctions $x=y$ and $c=d$. `linked_of_shape` gives the converse by reaching every electron from the electron `a` of each shape.

In the final theorem, `meet` applies `exists_share` to each pair in turn. The nested `rcases` finds the middle pair, and the set is reordered so that `shape_of_middle` applies.
